# Position and momentum matrices of a harmonic oscillator cut off at a finite level are Hermitian

The theorem `osc_isHermitian` concerns a single harmonic oscillator restricted to its levels 0 to m, in units where ħ, the mass and the frequency are one. With a the truncated lowering matrix and a† its conjugate transpose, position is (a + a†)/√2 and momentum is −i(a − a†)/√2, both complex matrices of size m + 1. The claim is that each equals its own conjugate transpose, for every natural number m. The proof carries the conjugate transpose through the scalar and the sum or difference, then rearranges what is left: for position this means swapping two summands, and for momentum the `module` tactic is to finish.

As first written in Lean, the proof fails:

```lean
import Mathlib

open Matrix ComplexConjugate

namespace FiniteBasisCanonicalDefect

noncomputable section

/-- The lowering matrix of the harmonic oscillator restricted to levels `0, …, m`. -/
def lower (m : ℕ) : Matrix (Fin (m + 1)) (Fin (m + 1)) ℂ :=
  fun i j => if (i : ℕ) + 1 = (j : ℕ) then ((√((j : ℕ) : ℝ) : ℝ) : ℂ) else 0

/-- The truncated oscillator position, in units where `ħ`, mass and frequency are one. -/
def oscX (m : ℕ) : Matrix (Fin (m + 1)) (Fin (m + 1)) ℂ :=
  ((√(1 / 2) : ℝ) : ℂ) • (lower m + (lower m)ᴴ)

/-- The truncated oscillator momentum, in the same units. -/
def oscP (m : ℕ) : Matrix (Fin (m + 1)) (Fin (m + 1)) ℂ :=
  (-(Complex.I * ((√(1 / 2) : ℝ) : ℂ))) • (lower m - (lower m)ᴴ)

/-- The truncated position and momentum matrices are Hermitian. -/
theorem osc_isHermitian (m : ℕ) : (oscX m).IsHermitian ∧ (oscP m).IsHermitian := by
  have h1 (r : ℝ) : star (r : ℂ) = r := Complex.conj_ofReal r
  have h2 (r : ℝ) : star (-(Complex.I * (r : ℂ))) = Complex.I * r := by simp
  constructor
  · rw [Matrix.IsHermitian, oscX, conjTranspose_smul, h1, conjTranspose_add,
      conjTranspose_conjTranspose, add_comm]
  · rw [Matrix.IsHermitian, oscP, conjTranspose_smul, h2, conjTranspose_sub,
      conjTranspose_conjTranspose]
    module

end

end FiniteBasisCanonicalDefect
```

The error:

```
Main.lean:27:35: error: Tactic `rewrite` failed: motive is not type correct:
  fun _a => ↑√(1 / 2) • ((lower m)ᴴ + lower m) = ↑√(1 / 2) • (lower m + (lower m)ᴴ)
Error: Application type mismatch: The argument
  lower m
has type
  Matrix (Fin (m + 1)) (Fin (m + 1)) ℂ
but is expected to have type
  Matrix (Fin _a) (Fin _a) ℂ
in the application
  (lower m)ᴴ

Explanation: The rewrite tactic rewrites an expression 'e' using an equality 'a = b' by the following process. First, it looks for all 'a' in 'e'. Second, it tries to abstract these occurrences of 'a' to create a function 'm := fun _a => ...', called the *motive*, with the property that 'm a' is definitionally equal to 'e'. Third, we observe that 'congrArg' implies that 'm a = m b', which can be used with lemmas such as 'Eq.mpr' to change the goal. However, if 'e' depends on specific properties of 'a', then the motive 'm' might not typecheck.

Possible solutions: use rewrite's 'occs' configuration option to limit which occurrences are rewritten, or use 'simp' or 'conv' mode, which have strategies for certain kinds of dependencies (these tactics can handle proofs and 'Decidable' instances whose types depend on the rewritten term, and 'simp' can apply user-defined '@[congr]' theorems as well).

case left
m : ℕ
h1 : ∀ (r : ℝ), star ↑r = ↑r
h2 : ∀ (r : ℝ), star (-(Complex.I * ↑r)) = Complex.I * ↑r
⊢ ↑√(1 / 2) • ((lower m)ᴴ + lower m) = ↑√(1 / 2) • (lower m + (lower m)ᴴ)
```

Cause. The one error is in the position half. By then the goal differs from a plain identity only in the order of a sum: `(lower m)ᴴ + lower m` on the left, `lower m + (lower m)ᴴ` on the right. A bare `add_comm` should swap the left side, but its pattern is any sum at all, and the matrix type contains one too, the dimension `m + 1` in `Fin (m + 1)`. The message shows that Lean chose that one, since the motive has `Fin _a` where `Fin (m + 1)` stood. `lower m` still has its old type, with `m + 1` in it, so the abstracted expression does not typecheck and the rewrite is refused.

The repair gives the lemma its arguments, `add_comm (lower m)ᴴ (lower m)`. The pattern is now exactly the matrix sum on the left, and the dimension no longer matches. After the swap the two sides are identical, and `rw` closes the goal by reflexivity.

As a diff, the version that Lean accepts:

```diff
@@ -25,5 +25,5 @@
   constructor
   · rw [Matrix.IsHermitian, oscX, conjTranspose_smul, h1, conjTranspose_add,
-      conjTranspose_conjTranspose, add_comm]
+      conjTranspose_conjTranspose, add_comm (lower m)ᴴ (lower m)]
   · rw [Matrix.IsHermitian, oscP, conjTranspose_smul, h2, conjTranspose_sub,
       conjTranspose_conjTranspose]
```
